# Many-body increments that double and alternate in sign for atoms binding in disjoint, equal pairs

Let atoms bind only in disjoint pairs, where any two atoms can bond and every bond has the same energy. For \(n \ge 2\) such atoms, the \(n\)-body increment of the ground energy, in units of the bond energy, is

\[
(-1)^{n+1}\,2^{\,n-2}.
\]

The increments are \(-1, +2, -4, +8, \dots\) for \(n = 2, 3, 4, 5, \dots\): each additional atom multiplies the increment by \(-2\).

## Saturated valence as a pairing problem

Each atom has one valence, and a bond uses up the valences of both its partners. Any two atoms may bond, every bond contributes \(-1\), and nothing else contributes. A bonding pattern on a finite set \(S\) of atoms is therefore a family of two-atom subsets of \(S\), no two of which share an atom. Its energy is minus the number of bonds.

The ground energy is

\[
E(S) = -\left\lfloor \frac{|S|}{2} \right\rfloor .
\]

Indeed, \(m\) disjoint bonds occupy \(2m\) atoms, so \(2m \le |S|\) and no pattern has more than \(\lfloor |S|/2\rfloor\) bonds. That number is reached by bonding two atoms, setting them aside, and repeating with the rest until fewer than two are left.

The many-body increment of \(S\) is the inclusion-exclusion sum

\[
\Delta E(S) = \sum_{T\subseteq S} (-1)^{|S|+|T|}\,E(T).
\]

Each subset \(T\) enters with its own best pairing. An atom may thus have different partners in different subsets, and this is where the large increments come from.

## Adding two atoms leaves a second difference

Take an atom \(a \notin S\). The subsets of \(S\cup\{a\}\) are the sets \(T\) and \(T\cup\{a\}\) with \(T\subseteq S\). Their signs are \((-1)^{|S|+1+|T|}\) and \((-1)^{|S|+|T|+2}\), so

\[
\Delta E(S\cup\{a\}) = \sum_{T\subseteq S}(-1)^{|S|+|T|}\bigl[E(T\cup\{a\})-E(T)\bigr].
\]

Now let \(R\) be a set containing neither \(a\) nor a second atom \(b\). Applying the identity first to \(a\) and then to \(b\) gives

\[
\Delta E(R\cup\{a,b\}) = \sum_{T\subseteq R}(-1)^{|R|+|T|}\,D(T),
\]

\[
D(T) = \bigl[E(T\cup\{a,b\})-E(T\cup\{b\})\bigr]-\bigl[E(T\cup\{a\})-E(T)\bigr].
\]

Write \(k=|T|\). Since \(\lfloor (k+2)/2\rfloor = \lfloor k/2\rfloor+1\),

\[
D(T) = -1 + 2\left(\left\lfloor\tfrac{k+1}{2}\right\rfloor-\left\lfloor\tfrac{k}{2}\right\rfloor\right).
\]

The bracket is \(0\) for even \(k\) and \(1\) for odd \(k\), so \(D(T) = -(-1)^{k}\). This sign cancels the factor \((-1)^{|T|}\) in the sum, and every subset of \(R\) contributes the same amount, \(-(-1)^{|R|}\). There are \(2^{|R|}\) subsets, hence

\[
\Delta E(R\cup\{a,b\}) = -(-1)^{|R|}\,2^{|R|}.
\]

With \(|R| = n-2\) this is \((-1)^{n+1}2^{n-2}\). Replacing \(n\) by \(n+1\) multiplies it by \(-2\).

## Two atoms, then four

The smallest case is \(n=2\). Here \(R\) is empty, only one subset contributes, and the increment is \(-1\), the bond itself. Below that, the increments for zero and one atom vanish, so the doubling starts at the pair term.

Four atoms have energy \(-2\). The six pairs contribute \(6\cdot(-1)=-6\), the four triples \(4\cdot 2=8\), and the four-body term is \(-4\). The partial sums of the expansion are \(-6\), \(+2\) and \(-2\): the first overbinds threefold, the second predicts no binding at all, and only the complete sum is right.

## Pair truncation overbinds

For \(N\) atoms, the expansion cut after the pair terms assigns a full bond to every pair:

\[
E^{(2)} = -\binom{N}{2} = -\frac{N(N-1)}{2}.
\]

If \(N\ge 3\), then \(N(N-1)/2 \ge N > \lfloor N/2\rfloor\), so \(E^{(2)}\) lies strictly below the true energy. For fragment methods in electronic structure, this model of equal bonds in disjoint pairs gives a warning: when the fragments are atoms with open valences, a many-body expansion need not have decreasing terms.

## The statements in Lean

Atoms are labels in an arbitrary type `α`, and a system is a `Finset α`. Energies are integers, counted in bond energies, with separated atoms at zero.

- `IsPairing S P` says that `P` is a bonding pattern on `S`. Its three fields require that bonds lie within `S`, contain two atoms each, and are disjoint when distinct.
- `bindingEnergy S` is the closed form \(-\lfloor |S|/2\rfloor\); the division inside it is division of natural numbers, which rounds down. The theorem `bindingEnergy_isLeast` identifies this value as the least energy over all patterns, so the closed form is derived from the pairing rule.
- `increment E S` is \(\Delta E(S)\) for any integer-valued energy function `E`.
- `truncatedEnergy m S` sums the increments of all subsets with at most `m` atoms.

The main theorem, `increment_bindingEnergy`, assumes `2 ≤ S.card`. The law of the factor \(-2\) is `increment_doubles`; it compares any two sets whose sizes differ by one, provided that the smaller has at least two atoms, and neither has to contain the other. The last two theorems give the pair-truncated energy and its overbinding for three or more atoms.

The model has no geometry, no unequal bond strengths, no interaction between bonds and no quantum superposition of pairings. That every pair can bond equally well is an assumption. Hydrogen atoms come close to it if each subset may take its own best geometry, that of separate H\(_2\) molecules and at most one leftover atom. For atoms held in place, as is common in fragment calculations, the model is only a rough picture.

```lean
import Mathlib

namespace ValenceSaturation

variable {α : Type*}

/-- A bonding pattern on the atoms `S`: a family of two-atom bonds within `S`,
no two of which share an atom. -/
structure IsPairing (S : Finset α) (P : Finset (Finset α)) : Prop where
  subset : ∀ p ∈ P, p ⊆ S
  card_two : ∀ p ∈ P, p.card = 2
  disjoint : ∀ p ∈ P, ∀ q ∈ P, p ≠ q → Disjoint p q

/-- The energy of a set of pair-binding atoms in units of the bond energy: minus the largest whole
number that does not exceed half the number of atoms. -/
def bindingEnergy (S : Finset α) : ℤ := -((S.card / 2 : ℕ) : ℤ)

/-- The inclusion-exclusion (many-body) increment of an energy function `E` at `S`. -/
def increment (E : Finset α → ℤ) (S : Finset α) : ℤ :=
  ∑ T ∈ S.powerset, (-1) ^ (S.card + T.card) * E T

/-- The many-body expansion of the binding energy of `S`, truncated after the `m`-body terms. -/
def truncatedEnergy (m : ℕ) (S : Finset α) : ℤ :=
  ∑ k ∈ Finset.range (m + 1), ∑ T ∈ Finset.powersetCard k S, increment bindingEnergy T

variable [DecidableEq α]

/-- Any number `m` of disjoint bonds can be formed as long as `2 m` atoms are available. -/
theorem exists_pairing (m : ℕ) (S : Finset α) (h : 2 * m ≤ S.card) :
    ∃ P, IsPairing S P ∧ P.card = m := by
  induction m generalizing S with
  | zero => exact ⟨∅, ⟨by simp, by simp, by simp⟩, rfl⟩
  | succ m ih =>
    -- bond two atoms, then pair up the remaining ones
    obtain ⟨p, hpS, hp⟩ := Finset.exists_subset_card_eq (show 2 ≤ S.card by omega)
    have hc := Finset.card_sdiff_add_card_eq_card hpS
    obtain ⟨P, hP, hm⟩ := ih (S \ p) (by omega)
    have hd : ∀ q ∈ P, Disjoint p q := fun q hq =>
      Finset.disjoint_of_subset_right (hP.subset q hq) Finset.disjoint_sdiff
    have hn : p ∉ P := by
      intro hmem
      have h0 := hd p hmem
      rw [disjoint_self] at h0
      simp [h0] at hp
    refine ⟨insert p P, ⟨?_, ?_, ?_⟩, by rw [Finset.card_insert_of_notMem hn, hm]⟩
    · intro q hq
      rcases Finset.mem_insert.1 hq with rfl | hq
      · exact hpS
      · exact (hP.subset q hq).trans Finset.sdiff_subset
    · intro q hq
      rcases Finset.mem_insert.1 hq with rfl | hq
      · exact hp
      · exact hP.card_two q hq
    · intro q hq r hr hqr
      rcases Finset.mem_insert.1 hq with hq | hq
      · rcases Finset.mem_insert.1 hr with hr | hr
        · exact absurd (hq.trans hr.symm) hqr
        · rw [hq]
          exact hd r hr
      · rcases Finset.mem_insert.1 hr with hr | hr
        · rw [hr]
          exact (hd q hq).symm
        · exact hP.disjoint q hq r hr hqr

/-- The binding energy is the lowest energy among all bonding patterns in which every bond
contributes `-1`. -/
theorem bindingEnergy_isLeast (S : Finset α) :
    IsLeast {e : ℤ | ∃ P, IsPairing S P ∧ e = -(P.card : ℤ)} (bindingEnergy S) := by
  constructor
  · obtain ⟨P, hP, hc⟩ := exists_pairing (S.card / 2) S (by omega)
    exact ⟨P, hP, by rw [hc, bindingEnergy]⟩
  · rintro e ⟨P, hP, rfl⟩
    -- disjoint bonds use up two atoms each
    have h1 : (P.biUnion id).card = 2 * P.card := by
      calc (P.biUnion id).card = ∑ p ∈ P, p.card :=
            Finset.card_biUnion (fun p hp q hq h => hP.disjoint p hp q hq h)
        _ = ∑ _p ∈ P, 2 := Finset.sum_congr rfl hP.card_two
        _ = 2 * P.card := by simp [mul_comm]
    have h2 : (P.biUnion id).card ≤ S.card :=
      Finset.card_le_card (Finset.biUnion_subset.2 fun p hp => hP.subset p hp)
    unfold bindingEnergy
    omega

/-- The increment of `S` with an atom `a` added is the increment at `S` of the energy change
caused by adding `a`. -/
theorem increment_insert (E : Finset α → ℤ) {a : α} {S : Finset α} (ha : a ∉ S) :
    increment E (insert a S) = increment (fun T => E (insert a T) - E T) S := by
  unfold increment
  rw [Finset.sum_powerset_insert ha, ← Finset.sum_add_distrib]
  refine Finset.sum_congr rfl fun T hT => ?_
  have haT : a ∉ T := fun h => ha (Finset.mem_powerset.1 hT h)
  rw [Finset.card_insert_of_notMem ha, Finset.card_insert_of_notMem haT]
  ring

/-- For two atoms added to a set `R`, the increment of the binding energy has magnitude
`2 ^ |R|` and sign opposite to `(-1) ^ |R|`. -/
theorem increment_add_pair {a b : α} {R : Finset α} (ha : a ∉ insert b R) (hb : b ∉ R) :
    increment bindingEnergy (insert a (insert b R)) = -((-1) ^ R.card * 2 ^ R.card) := by
  rw [increment_insert _ ha, increment_insert _ hb]
  unfold increment
  -- every subset of `R` contributes the same amount
  have key : ∀ T ∈ R.powerset, (-1 : ℤ) ^ (R.card + T.card) *
      ((bindingEnergy (insert a (insert b T)) - bindingEnergy (insert b T)) -
        (bindingEnergy (insert a T) - bindingEnergy T)) = -(-1) ^ R.card := by
    intro T hT
    have hTR := Finset.mem_powerset.1 hT
    have hbT : b ∉ T := fun h => hb (hTR h)
    have habT : a ∉ insert b T := fun h => ha (Finset.insert_subset_insert b hTR h)
    have haT : a ∉ T := fun h => habT (Finset.mem_insert_of_mem h)
    have second : (bindingEnergy (insert a (insert b T)) - bindingEnergy (insert b T)) -
        (bindingEnergy (insert a T) - bindingEnergy T) = -(-1) ^ T.card := by
      unfold bindingEnergy
      rw [Finset.card_insert_of_notMem habT, Finset.card_insert_of_notMem hbT,
        Finset.card_insert_of_notMem haT]
      rcases Nat.even_or_odd T.card with h | h
      · rw [h.neg_one_pow]
        obtain ⟨m, hm⟩ := h
        omega
      · rw [h.neg_one_pow]
        obtain ⟨m, hm⟩ := h
        omega
    have hsq : (-1 : ℤ) ^ T.card * (-1) ^ T.card = 1 := by
      rw [← mul_pow]
      norm_num
    rw [second, pow_add]
    linear_combination (-(-1 : ℤ) ^ R.card) * hsq
  refine (Finset.sum_congr rfl key).trans ?_
  rw [Finset.sum_const, Finset.card_powerset, nsmul_eq_mul]
  push_cast
  ring

/-- For `n ≥ 2` atoms that bind only in disjoint pairs, where any two can bond and all bonds have
the same energy, the `n`-body increment of the energy is `(-1) ^ (n + 1) * 2 ^ (n - 2)` bond
energies. -/
theorem increment_bindingEnergy (S : Finset α) (h : 2 ≤ S.card) :
    increment bindingEnergy S = (-1) ^ (S.card + 1) * 2 ^ (S.card - 2) := by
  obtain ⟨n, hn⟩ : ∃ n, S.card = n + 2 := ⟨S.card - 2, by omega⟩
  obtain ⟨a, T, ha, rfl, hT⟩ := Finset.card_eq_succ.1 hn
  obtain ⟨b, R, hb, rfl, hR⟩ := Finset.card_eq_succ.1 hT
  rw [increment_add_pair ha hb, hn, hR, Nat.add_sub_cancel]
  ring

/-- From the two-body term on, the increment for one more atom is `-2` times the previous one. -/
theorem increment_doubles {S T : Finset α} (h : 2 ≤ S.card) (hT : T.card = S.card + 1) :
    increment bindingEnergy T = -2 * increment bindingEnergy S := by
  rw [increment_bindingEnergy T (by omega), increment_bindingEnergy S h, hT,
    show S.card + 1 - 2 = (S.card - 2) + 1 by omega]
  ring

/-- Truncated after the pair terms, the many-body expansion assigns one full bond to every
pair of atoms. -/
theorem truncatedEnergy_two (S : Finset α) :
    truncatedEnergy 2 S = -(S.card.choose 2 : ℤ) := by
  -- fewer than two atoms form no bond, so their increments vanish
  have h01 : ∀ k ∈ Finset.range 2,
      ∑ T ∈ Finset.powersetCard k S, increment bindingEnergy T = 0 := by
    intro k hk
    refine Finset.sum_eq_zero fun T hT => Finset.sum_eq_zero fun U hU => ?_
    have h1 := (Finset.mem_powersetCard.1 hT).2
    have h2 := Finset.card_le_card (Finset.mem_powerset.1 hU)
    have h3 := Finset.mem_range.1 hk
    have h0 : U.card / 2 = 0 := by omega
    rw [bindingEnergy, h0]
    simp
  have h2 : ∀ T ∈ Finset.powersetCard 2 S, increment bindingEnergy T = -1 := by
    intro T hT
    have hc := (Finset.mem_powersetCard.1 hT).2
    rw [increment_bindingEnergy T hc.ge, hc]
    norm_num
  rw [truncatedEnergy, Finset.sum_range_succ, Finset.sum_eq_zero h01,
    Finset.sum_congr rfl h2, zero_add]
  simp

/-- For three or more atoms the expansion truncated after the pair terms lies strictly below
the true energy. -/
theorem pair_truncation_overbinds (S : Finset α) (h : 3 ≤ S.card) :
    truncatedEnergy 2 S < bindingEnergy S := by
  rw [truncatedEnergy_two, bindingEnergy, Nat.choose_two_right]
  have h1 := Nat.mul_le_mul_left S.card (show 2 ≤ S.card - 1 by omega)
  generalize S.card * (S.card - 1) = x at *
  omega

end ValenceSaturation
```

```lean
#print axioms ValenceSaturation.bindingEnergy_isLeast
#print axioms ValenceSaturation.increment_bindingEnergy
#print axioms ValenceSaturation.increment_doubles
#print axioms ValenceSaturation.pair_truncation_overbinds
```

```
'ValenceSaturation.bindingEnergy_isLeast' depends on axioms: [propext, Classical.choice, Quot.sound]
'ValenceSaturation.increment_bindingEnergy' depends on axioms: [propext, Classical.choice, Quot.sound]
'ValenceSaturation.increment_doubles' depends on axioms: [propext, Classical.choice, Quot.sound]
'ValenceSaturation.pair_truncation_overbinds' depends on axioms: [propext, Classical.choice, Quot.sound]
```

## How the proof follows the derivation

**The ground energy.** `exists_pairing` constructs `m` disjoint bonds whenever \(2m\) atoms are available. The induction on `m` removes a pair `p` from `S`, pairs up the remainder `S \ p`, and puts `p` back. The rest of the proof checks that the enlarged family is again a bonding pattern and has one bond more. `bindingEnergy_isLeast` uses this for attainment. For the lower bound it counts the atoms in the union of all bonds: disjointness makes the count `2 * P.card`, which cannot exceed `S.card`.

**Removing an atom from the increment.** `increment_insert` is the first identity of the derivation, valid for any energy function. `Finset.sum_powerset_insert` splits the subsets into those without `a` and those with it, and `ring` combines the signs.

**The coherent sum.** `increment_add_pair` applies that identity twice. The inner claim `second` is \(D(T)=-(-1)^{|T|}\), proved by separating even from odd `T.card` and leaving the rounded halves to `omega`. The claim `key` multiplies by the inclusion-exclusion sign and uses \((-1)^{|T|}(-1)^{|T|}=1\), so that the summand no longer depends on `T`. Summing a constant over the power set then gives the factor \(2^{|R|}\).

**The closed form and the doubling.** `increment_bindingEnergy` writes a set of \(n+2\) atoms as `insert a (insert b R)` and applies the previous lemma; its `n` is thus the size of `R`. `increment_doubles` uses the closed form at both sizes and compares the powers.

**The truncated expansion.** In `truncatedEnergy_two`, the claim `h01` shows that the zero- and one-body terms vanish, since no subset involved can form a bond. The claim `h2` gives each pair the increment \(-1\), and counting the pairs yields the binomial coefficient. `pair_truncation_overbinds` rewrites this coefficient as \(N(N-1)/2\) and uses \(N(N-1)\ge 2N\). The product is then replaced by a single variable `x`, which leaves a linear inequality for `omega`.
